# Exponential decay of a bounded, continuous potential obeying f″ = q²f above a sheet

The theorem `evanescent_decay` concerns a real potential f of the height z, with the sheet at z = 0, which for z > 0 has slope g and satisfies f″ = q²f with q > 0; this is Laplace's equation for a single in-plane Fourier component of wave number q. Assuming that f is continuous and bounded on the whole line, it states that f(z) = f(0) exp(−qz) and g(z) = −q f(0) exp(−qz) for every z > 0. The attempt shows that the amplitudes of the growing and the decaying exponential are constant above the sheet, and uses boundedness to exclude the growing one. It then finds the remaining amplitude by comparing two limits of 2qf(z) as z tends to 0 from above, and this is the step that fails.

The failing Lean file:

```lean
import Mathlib

open Filter Topology
open scoped Real

namespace SheetScreening

/-- The slope of the exponential `exp (s z)` is `s exp (s z)`. -/
lemma exp_deriv (s z : ℝ) :
    HasDerivAt (fun x => Real.exp (s * x)) (s * Real.exp (s * z)) z :=
  (((hasDerivAt_id' z).const_mul s).exp).congr_deriv (by ring)

/-- An exponential profile tends to its amplitude at the sheet, from any side. -/
lemma exp_limit (s A : ℝ) (S : Set ℝ) :
    Tendsto (fun z => A * Real.exp (s * z)) (𝓝[S] 0) (𝓝 A) := by
  have h : Continuous fun z : ℝ => A * Real.exp (s * z) := by fun_prop
  have t : Tendsto (fun z => A * Real.exp (s * z)) (𝓝[S] 0) (𝓝 (A * Real.exp (s * 0))) :=
    (h.tendsto 0).mono_left nhdsWithin_le_nhds
  have e : A * Real.exp (s * 0) = A := by simp
  rwa [e] at t

/-- A quantity with zero slope above the sheet is constant there. -/
lemma const_above {u : ℝ → ℝ} (h : ∀ z, 0 < z → HasDerivAt u 0 z) :
    ∃ c, ∀ z, 0 < z → u z = c :=
  ⟨u 1, fun _ hz => (isOpen_Ioi (a := (0 : ℝ))).is_const_of_deriv_eq_zero isPreconnected_Ioi
    (fun x hx => (h x hx).differentiableAt.differentiableWithinAt)
    (fun x hx => (h x hx).deriv) (Set.mem_Ioi.2 hz) (Set.mem_Ioi.2 one_pos)⟩

/-- A bounded continuous potential `f` with slope `g` and `f'' = q² f` above the sheet
decays there as `f(0) exp (-q z)`. -/
theorem evanescent_decay {q M : ℝ} {f g : ℝ → ℝ} (hq : 0 < q) (hc : Continuous f)
    (hM : ∀ z, |f z| ≤ M) (hf : ∀ z, 0 < z → HasDerivAt f (g z) z)
    (hg : ∀ z, 0 < z → HasDerivAt g (q ^ 2 * f z) z) :
    ∀ z, 0 < z → f z = f 0 * Real.exp (-q * z) ∧ g z = -q * f 0 * Real.exp (-q * z) := by
  have hinv : ∀ z, Real.exp (-q * z) * Real.exp (q * z) = 1 := fun z => by
    rw [← Real.exp_add]; simp
  -- the amplitudes `c` and `d` of the growing and the decaying wave are constant
  obtain ⟨c, h1⟩ : ∃ c, ∀ z, 0 < z → (g z + q * f z) * Real.exp (-q * z) = c :=
    const_above (u := fun z => (g z + q * f z) * Real.exp (-q * z)) fun x hx =>
      (((hg x hx).fun_add ((hf x hx).const_mul q)).fun_mul (exp_deriv (-q) x)).congr_deriv
        (by ring)
  obtain ⟨d, h2⟩ : ∃ d, ∀ z, 0 < z → (g z - q * f z) * Real.exp (q * z) = d :=
    const_above (u := fun z => (g z - q * f z) * Real.exp (q * z)) fun x hx =>
      (((hg x hx).fun_sub ((hf x hx).const_mul q)).fun_mul (exp_deriv q x)).congr_deriv
        (by ring)
  have h3 : ∀ z, 0 < z → g z + q * f z = c * Real.exp (q * z) := fun z hz => by
    linear_combination Real.exp (q * z) * h1 z hz - (g z + q * f z) * hinv z
  have h4 : ∀ z, 0 < z → g z - q * f z = d * Real.exp (-q * z) := fun z hz => by
    linear_combination Real.exp (-q * z) * h2 z hz - (g z - q * f z) * hinv z
  -- boundedness excludes the growing wave
  have hc0 : c = 0 := by
    by_contra hne
    have hcp : 0 < |c| := abs_pos.2 hne
    have hM0 : 0 ≤ M := (abs_nonneg _).trans (hM 0)
    obtain ⟨n, hn⟩ := exists_nat_gt ((2 * q * M + |d|) / (|c| * q))
    have hn0 : (0 : ℝ) < n := lt_of_le_of_lt (by positivity) hn
    rw [div_lt_iff₀ (by positivity)] at hn
    have e1 : c * Real.exp (q * n) = 2 * q * f n + d * Real.exp (-q * n) := by
      linear_combination h4 n hn0 - h3 n hn0
    have e2 : Real.exp (-q * n) ≤ 1 :=
      Real.exp_le_one_iff.2 (by have := mul_pos hq hn0; linarith)
    have hMn := hM n
    have hb : |c * Real.exp (q * n)| ≤ 2 * q * M + |d| * 1 := by
      calc |c * Real.exp (q * n)| = |2 * q * f n + d * Real.exp (-q * n)| := by rw [e1]
        _ ≤ |2 * q * f n| + |d * Real.exp (-q * n)| := abs_add_le _ _
        _ = 2 * q * |f n| + |d| * Real.exp (-q * n) := by
          rw [abs_mul, abs_mul d, abs_of_pos (by positivity : 0 < 2 * q),
            abs_of_pos (Real.exp_pos _)]
        _ ≤ 2 * q * M + |d| * 1 := by gcongr
    rw [abs_mul, abs_of_pos (Real.exp_pos _)] at hb
    nlinarith [mul_le_mul_of_nonneg_left (Real.add_one_le_exp (q * (n : ℝ))) hcp.le]
  subst hc0
  have h5 : ∀ z, 0 < z → 2 * q * f z = -d * Real.exp (-q * z) := fun z hz => by
    linear_combination h3 z hz - h4 z hz
  -- continuity fixes the amplitude of the decaying wave
  have h6 : 2 * q * f 0 = -d := by
    have l : Tendsto (fun z => 2 * q * f z) (𝓝[>] 0) (𝓝 (2 * q * f 0)) :=
      ((continuous_const.mul hc).tendsto 0).mono_left nhdsWithin_le_nhds
    exact tendsto_nhds_unique
      (l.congr' (eventually_nhdsWithin_of_forall fun z hz => h5 z hz)) (exp_limit (-q) (-d) _)
  intro z hz
  have hfz : f z = f 0 * Real.exp (-q * z) := by
    apply mul_left_cancel₀ (by positivity : 2 * q ≠ 0)
    linear_combination h5 z hz - Real.exp (-q * z) * h6
  exact ⟨hfz, by linear_combination h3 z hz - q * hfz⟩

end SheetScreening
```

The error:

```
Main.lean:79:10: error(lean.synthInstanceFailed): failed to synthesize instance of type class
  (𝓝[Real.lt✝ 0] 0).NeBot

Hint: Type class instance resolution failures can be inspected with the `set_option trace.Meta.synthInstance true` command.
```

What went wrong. `tendsto_nhds_unique` needs a `NeBot` instance for the filter along which the two limits are taken. Lean was looking for one on `𝓝[Real.lt 0] 0`, and found none. The set should have been `Set.Ioi 0`, which is what `𝓝[>] 0` stands for and the form in which Mathlib's instance applies.

The odd set comes from the order of elaboration. In `l.congr' …` the eventual equality is the first explicit argument of `Tendsto.congr'` and `l` fills the second, so the function `fun z hz => h5 z hz` was checked while the set was still unknown. Since `h5` wants `0 < z`, Lean matched `z ∈ ?s` with that inequality, unfolded it, and chose `Real.lt 0` as the set. This has the same members as `Set.Ioi 0`, but instance search did not recognise it.

The repair states the eventual equality separately as `e`, with `𝓝[>] (0 : ℝ)` in its type, so the set is settled before `h5` is used and the instance is found. Writing `Set.Ioi 0` for `_` in `exp_limit` is mere tidying, as `l.congr' e` already determines it.

The mended proof, as a diff:

```diff
@@ -77,6 +77,7 @@
     have l : Tendsto (fun z => 2 * q * f z) (𝓝[>] 0) (𝓝 (2 * q * f 0)) :=
       ((continuous_const.mul hc).tendsto 0).mono_left nhdsWithin_le_nhds
-    exact tendsto_nhds_unique
-      (l.congr' (eventually_nhdsWithin_of_forall fun z hz => h5 z hz)) (exp_limit (-q) (-d) _)
+    have e : (fun z => 2 * q * f z) =ᶠ[𝓝[>] (0 : ℝ)] fun z => -d * Real.exp (-q * z) :=
+      eventually_nhdsWithin_of_forall fun z hz => h5 z hz
+    exact tendsto_nhds_unique (l.congr' e) (exp_limit (-q) (-d) (Set.Ioi 0))
   intro z hz
   have hfz : f z = f 0 * Real.exp (-q * z) := by
```
